# The first-derivative EPR signal of a Lorentzian with half width $a>0$ has peak-to-peak width $2a/\sqrt3$

For $a>0$, the derivative of the absorption line $1/(x^2+a^2)$ has its only global maximum at $x=-a/\sqrt3$, with value $3\sqrt3/(8a^3)$, and its only global minimum at $x=a/\sqrt3$, with the opposite value. The two extremes are therefore $2a/\sqrt3$ apart. It follows that the full width of the absorption at half height is $\sqrt3$ times this separation, and that the area under the absorption can be computed from the height and width of the derivative signal.

For a single, isolated Lorentzian recorded as an undistorted first derivative, these relations convert the peak-to-peak width read from an EPR spectrum into the half width $a$ or the full width $2a$ at half height, as a line-shape simulation may require.

## The line is Lorentzian and the signal is its exact derivative

Let $x$ be the offset of the magnetic field from resonance, increasing with the field, and let $a$ be the half width at half height, in the same units. Write

$$A(x)=\frac{1}{x^2+a^2},\qquad S(x)=A'(x).$$

The central height is $A(0)=1/a^2$, and the area under the line is $\pi/a$, so for general $a$ the line has neither unit height nor unit area.

A continuous-wave EPR spectrometer usually modulates the field and detects the response at the modulation frequency. When the modulation amplitude is small compared with the line width, the recorded signal is proportional to the slope of the absorption. The model takes it to be equal to the slope. Overmodulation, saturation, admixture of dispersion and overlap with other lines are left out.

In Lean 4 with Mathlib:

```lean
import Mathlib

open Real MeasureTheory

namespace EPRDerivativeLine

noncomputable section
```

In the code, `absorption a x` is $A(x)$, and all quantities are real numbers without units.

```lean
/-- Lorentzian absorption line with half width `a`, as a function of the offset `x`
from resonance. -/
def absorption (a x : ℝ) : ℝ := 1 / (x ^ 2 + a ^ 2)
```

The signal is defined through Mathlib's derivative `deriv`, so its closed form has to be proved.

```lean
/-- The first-derivative EPR signal: the slope of the absorption line at offset `x`. -/
def signal (a x : ℝ) : ℝ := deriv (absorption a) x
```

The next definition says what it means for $p$ and $q$ to be the positions of the two peaks: $S(p)$ is at least as large as every other value of the signal, and $S(q)$ is at least as small. Uniqueness is not part of the definition.

```lean
/-- The signal has its global maximum at offset `p` and its global minimum at offset `q`. -/
def IsPeakPair (a p q : ℝ) : Prop :=
  (∀ x, signal a x ≤ signal a p) ∧ ∀ x, signal a q ≤ signal a x
```

The Lorentzian shape enters every later step through the formula for $A$. With another shape the numerical factors are in general different. A Gaussian absorption $e^{-x^2/(2\sigma^2)}$ has derivative extremes at $\pm\sigma$ and full width $2\sigma\sqrt{2\ln2}$ at half height, so the ratio of the two widths is $\sqrt{2\ln 2}\approx1.18$ instead of $\sqrt3\approx1.73$.

## The half width is positive

Physically, $a>0$ says that the line has a nonzero width, and that the width is counted as a positive number. In the theorems this is the hypothesis `ha : 0 < a`.

The derivation first needs $a\neq0$, so that $x^2+a^2$ never vanishes and the quotient rule applies at every offset:

$$S(x)=\frac{0\cdot(x^2+a^2)-1\cdot 2x}{(x^2+a^2)^2}=-\frac{2x}{(x^2+a^2)^2}.$$

The proof follows the same route. `hne` records that the denominator is nonzero, `h` differentiates it, and `h2` is the quotient rule.

```lean
/-- The derivative signal of a Lorentzian line in closed form. -/
theorem signal_eq {a : ℝ} (ha : 0 < a) (x : ℝ) :
    signal a x = -2 * x / (x ^ 2 + a ^ 2) ^ 2 := by
  have hne : x ^ 2 + a ^ 2 ≠ 0 := by positivity
  have h : HasDerivAt (fun y : ℝ => y ^ 2 + a ^ 2) (2 * x) x :=
    ((hasDerivAt_pow 2 x).add_const (a ^ 2)).congr_deriv (by norm_num)
  have h2 : HasDerivAt (fun y : ℝ => 1 / (y ^ 2 + a ^ 2))
      ((0 * (x ^ 2 + a ^ 2) - 1 * (2 * x)) / (x ^ 2 + a ^ 2) ^ 2) x :=
    (hasDerivAt_const x (1 : ℝ)).fun_div h hne
  have h3 : signal a x = (0 * (x ^ 2 + a ^ 2) - 1 * (2 * x)) / (x ^ 2 + a ^ 2) ^ 2 :=
    h2.deriv
  rw [h3]
  ring
```

Replacing $x$ by $-x$ changes the sign of the numerator and leaves the denominator alone, so $S(-x)=-S(x)$.

```lean
/-- The derivative signal is antisymmetric about the resonance. -/
theorem signal_neg {a : ℝ} (ha : 0 < a) (x : ℝ) : signal a (-x) = -signal a x := by
  rw [signal_eq ha (-x), signal_eq ha x, neg_sq]
  ring
```

To locate the extremes, differentiate once more:

$$S'(x)=-\frac{2}{(x^2+a^2)^2}+\frac{8x^2}{(x^2+a^2)^3}=\frac{6x^2-2a^2}{(x^2+a^2)^3}.$$

This vanishes at $x=\pm a/\sqrt3$. At $x=-a/\sqrt3$ we have $x^2+a^2=4a^2/3$, and hence

$$S\!\left(-\frac{a}{\sqrt3}\right)=\frac{2a}{\sqrt3}\cdot\frac{9}{16a^4}=\frac{3\sqrt3}{8a^3}.$$

The second derivative of the absorption serves here only to find the candidate. That the value is a global maximum follows from algebra. Over a common denominator,

$$\frac{3\sqrt3}{8a^3}-S(x)=\frac{3\sqrt3\,(x^2+a^2)^2+16a^3x}{8a^3(x^2+a^2)^2}.$$

Put $s=\sqrt3\,x$. Three times the numerator is

$$\sqrt3\,\bigl(s^4+6a^2s^2+16a^3s+9a^4\bigr)=\sqrt3\,(s+a)^2\,(s^2-2as+9a^2),$$

and $s^2-2as+9a^2=(s-a)^2+8a^2$. Therefore

$$\frac{3\sqrt3}{8a^3}-S(x)=(\sqrt3\,x+a)^2\cdot\frac{\sqrt3\,\bigl((\sqrt3\,x-a)^2+8a^2\bigr)}{24a^3(x^2+a^2)^2}.$$

In the proof, `key` is the factorisation of the numerator, obtained from $(\sqrt3)^2=3$. The remaining steps clear the denominators and reduce the claim to `key`.

```lean
/-- The gap between `3√3/(8a³)` and the signal, written as a square times a quotient. -/
theorem signal_gap {a : ℝ} (ha : 0 < a) (x : ℝ) :
    3 * √3 / (8 * a ^ 3) - signal a x =
      (√3 * x + a) ^ 2 *
        (√3 * ((√3 * x - a) ^ 2 + 8 * a ^ 2) / (24 * a ^ 3 * (x ^ 2 + a ^ 2) ^ 2)) := by
  have hs : √3 ^ 2 = (3 : ℝ) := Real.sq_sqrt (by norm_num)
  -- the quartic numerator has a double root at `x = -a/√3`
  have key : (√3 * x + a) ^ 2 * (√3 * ((√3 * x - a) ^ 2 + 8 * a ^ 2)) =
      3 * (3 * √3 * (x ^ 2 + a ^ 2) ^ 2 + 16 * a ^ 3 * x) := by
    linear_combination
      (√3 * x ^ 4 * (√3 ^ 2 + 3) + 6 * √3 * a ^ 2 * x ^ 2 + 16 * a ^ 3 * x) * hs
  have h1 : 8 * a ^ 3 ≠ 0 := by positivity
  have h2 : (x ^ 2 + a ^ 2) ^ 2 ≠ 0 := by positivity
  have h3 : 24 * a ^ 3 * (x ^ 2 + a ^ 2) ^ 2 ≠ 0 := by positivity
  rw [signal_eq ha, ← mul_div_assoc, div_sub_div _ _ h1 h2,
    div_eq_div_iff (mul_ne_zero h1 h2) h3]
  linear_combination (-(8 * a ^ 3 * (x ^ 2 + a ^ 2) ^ 2)) * key
```

Here the sign of $a$ matters. For $a>0$ the second factor is strictly positive, so the gap is never negative, and it is zero exactly when $\sqrt3\,x+a=0$, that is, at $x=-a/\sqrt3$. The theorem `signal_max` states both facts for every $x$: the bound, and an equivalence for the case of equality. Its proof calls the positivity of the second factor `hK`. The bound follows because a square times a positive number is nonnegative. If equality holds, the product is zero, and `hK` leaves only the square to vanish.

```lean
/-- The signal never exceeds `3√3/(8a³)`, and reaches this value only at `x = -a/√3`. -/
theorem signal_max {a : ℝ} (ha : 0 < a) (x : ℝ) :
    signal a x ≤ 3 * √3 / (8 * a ^ 3) ∧
      (signal a x = 3 * √3 / (8 * a ^ 3) ↔ x = -a / √3) := by
  have hs0 : 0 < √(3 : ℝ) := Real.sqrt_pos.2 (by norm_num)
  have d := signal_gap ha x
  have hK : 0 < √3 * ((√3 * x - a) ^ 2 + 8 * a ^ 2) /
      (24 * a ^ 3 * (x ^ 2 + a ^ 2) ^ 2) := by positivity
  refine ⟨?_, ?_, ?_⟩
  · have := mul_nonneg (sq_nonneg (√3 * x + a)) hK.le
    linarith
  · intro h
    rw [h, sub_self] at d
    -- the positive factor cannot vanish, so the square does
    rcases mul_eq_zero.1 d.symm with h0 | h0
    · have h1 : √3 * x + a = 0 := pow_eq_zero_iff two_ne_zero |>.1 h0
      rw [eq_div_iff hs0.ne']
      linarith
    · exact absurd h0 hK.ne'
  · intro h
    rw [eq_div_iff hs0.ne'] at h
    have h1 : √3 * x + a = 0 := by linarith
    rw [h1, zero_pow two_ne_zero, zero_mul] at d
    linarith
```

The minimum follows from antisymmetry. Applying the bound at $-x$ gives $-S(x)\le 3\sqrt3/(8a^3)$, with equality exactly when $-x=-a/\sqrt3$. The proof likewise applies `signal_max` to `-x` and rewrites with `signal_neg`.

```lean
/-- The signal never falls below `-3√3/(8a³)`, and reaches this value only at `x = a/√3`. -/
theorem signal_min {a : ℝ} (ha : 0 < a) (x : ℝ) :
    -(3 * √3 / (8 * a ^ 3)) ≤ signal a x ∧
      (signal a x = -(3 * √3 / (8 * a ^ 3)) ↔ x = a / √3) := by
  obtain ⟨h1, h2⟩ := signal_max ha (-x)
  rw [signal_neg ha] at h1 h2
  refine ⟨by linarith, fun h => ?_, fun h => ?_⟩
  · have h3 := h2.1 (by linarith)
    rw [neg_div] at h3
    linarith
  · have h3 := h2.2 (by rw [h, neg_div])
    linarith
```

With a negative parameter the claim about the maximum is false. For $a=-1$ the curve is the same as for $a=1$, since only $a^2$ enters it, and its maximum is still at $-1/\sqrt3$. The formula $-a/\sqrt3$ would place it at $+1/\sqrt3$, where the minimum lies, and $2a/\sqrt3$ would be a negative width.

The limit $a\to0$ shows why zero is excluded too. The extremes move together in proportion to $a$, while their height grows as $a^{-3}$. At $a=0$ the signal is $-2/x^3$ away from resonance, which is unbounded in both directions, so no maximum or minimum exists.

## The positions $p$ and $q$ are the global extremes

The hypothesis `IsPeakPair a p q` stands for the reading of a spectrum: $p$ is the field offset of the highest point and $q$ that of the lowest. With the sign convention $S=+A'$ the positive lobe comes first, at low field, because the absorption is rising there.

By hand, the hypothesis is used by comparison with the known extremes. Since $p$ is a maximum, $S(p)\ge S(-a/\sqrt3)=3\sqrt3/(8a^3)$. The general bound gives the reverse inequality, so equality holds and $p=-a/\sqrt3$. In the same way $q=a/\sqrt3$. Conversely, the bounds show that these two points do form a peak pair. The equivalence therefore says that a peak pair exists and that there is only one.

In the proof, `hM` and `hm` are the values of the signal at the two known points. The forward direction combines the two inequalities by `le_antisymm`, and the backward direction quotes the bounds.

```lean
/-- The global maximum and minimum of the derivative signal lie at `-a/√3` and `a/√3`,
and nowhere else. -/
theorem isPeakPair_iff {a : ℝ} (ha : 0 < a) (p q : ℝ) :
    IsPeakPair a p q ↔ p = -a / √3 ∧ q = a / √3 := by
  have hM := (signal_max ha (-a / √3)).2.2 rfl
  have hm := (signal_min ha (a / √3)).2.2 rfl
  constructor
  · rintro ⟨hp, hq⟩
    have h1 := hp (-a / √3)
    have h2 := hq (a / √3)
    rw [hM] at h1
    rw [hm] at h2
    exact ⟨(signal_max ha p).2.1 (le_antisymm (signal_max ha p).1 h1),
      (signal_min ha q).2.1 (le_antisymm h2 (signal_min ha q).1)⟩
  · rintro ⟨rfl, rfl⟩
    refine ⟨fun x => ?_, fun x => ?_⟩
    · rw [hM]
      exact (signal_max ha x).1
    · rw [hm]
      exact (signal_min ha x).1
```

The width follows by subtraction:

$$q-p=\frac{a}{\sqrt3}-\left(-\frac{a}{\sqrt3}\right)=\frac{2a}{\sqrt3}.$$

The proof extracts the two positions from `isPeakPair_iff` and lets `ring` subtract them.

```lean
/-- The peak-to-peak width of the derivative line is `2a/√3`. -/
theorem peak_to_peak_width {a p q : ℝ} (ha : 0 < a) (h : IsPeakPair a p q) :
    q - p = 2 * a / √3 := by
  obtain ⟨rfl, rfl⟩ := (isPeakPair_iff ha p q).1 h
  ring
```

Without the hypothesis, $p$ and $q$ are arbitrary offsets, and $p=q=0$ gives a separation of zero. The order of the two also counts: if $p$ were the minimum and $q$ the maximum, the difference would be $-2a/\sqrt3$.

## The half-height points are distinct and ordered

The width of the absorption itself is measured between two offsets $u$ and $v$ at which the line has half its central height. The hypotheses `hu` and `hv` say that both points lie at this height, and `huv : u < v` says that $u$ is the one at lower field.

The condition at either point is

$$\frac{1}{x^2+a^2}=\frac{1}{2a^2},$$

so $x^2=a^2$, which is $(x-a)(x+a)=0$, and $x=\pm a$. With $u<v$ and $a>0$, the only possibility is $u=-a$ and $v=a$. Therefore

$$v-u=2a=\sqrt3\cdot\frac{2a}{\sqrt3}=\sqrt3\,(q-p).$$

In the proof, `half` derives the two possible positions from the half-height condition. The last line goes through the four combinations for $u$ and $v$. Three of them contradict $u<v$, and the fourth gives the width.

```lean
/-- The full width of the absorption line at half its central height is `√3` times the
peak-to-peak width of the derivative line. -/
theorem full_width_half_height {a p q u v : ℝ} (ha : 0 < a) (h : IsPeakPair a p q)
    (huv : u < v) (hu : absorption a u = absorption a 0 / 2)
    (hv : absorption a v = absorption a 0 / 2) : v - u = √3 * (q - p) := by
  have half : ∀ x, absorption a x = absorption a 0 / 2 → x = a ∨ x = -a := by
    intro x hx
    unfold absorption at hx
    rw [div_div, div_eq_div_iff (by positivity) (by positivity)] at hx
    have h0 : (x - a) * (x + a) = 0 := by linear_combination -hx
    rcases mul_eq_zero.1 h0 with h1 | h1
    · left; linarith
    · right; linarith
  have hs0 : √(3 : ℝ) ≠ 0 := (Real.sqrt_pos.2 (by norm_num)).ne'
  have hw : √3 * (2 * a / √3) = 2 * a := by field_simp
  rw [peak_to_peak_width ha h, hw]
  rcases half u hu with h1 | h1 <;> rcases half v hv with h2 | h2 <;> linarith
```

If $u<v$ is omitted, the choice $u=v=a$ satisfies both half-height conditions and gives width zero. If the condition on $u$ is omitted instead, $u=0$ and $v=a$ give only half of the true width.

## The integrated absorption follows from the height and width of the signal

The area under the absorption line is the quantity that measures intensity, for example when spin concentrations are compared under equal conditions. No further hypothesis is needed to obtain it from the derivative signal. With the substitution $x=ay$, which keeps the limits in order because $a>0$,

$$\int_{-\infty}^{\infty}\frac{dx}{x^2+a^2}=\frac1a\int_{-\infty}^{\infty}\frac{dy}{1+y^2}=\frac{\pi}{a}.$$

The peak-to-peak height and the squared width are

$$S(p)-S(q)=\frac{3\sqrt3}{4a^3},\qquad (q-p)^2=\frac{4a^2}{3}.$$

Their product is $\sqrt3/a$, and so

$$\int_{-\infty}^{\infty}A(x)\,dx=\frac{\pi}{\sqrt3}\,\bigl(S(p)-S(q)\bigr)\,(q-p)^2.$$

In the proof, `hf` rewrites the line in terms of $x/a$, and `hI` evaluates the rescaled integral from Mathlib's result for $1/(1+y^2)$. The substitution rule produces $|a|$, which `ha` turns into $a$. The peak-pair hypothesis supplies the height and the width, and the two sides then agree by algebra.

```lean
/-- The integrated absorption is `π/√3` times the peak-to-peak height times the square of
the peak-to-peak width of the derivative line. -/
theorem integrated_intensity {a p q : ℝ} (ha : 0 < a) (h : IsPeakPair a p q) :
    ∫ x, absorption a x = π / √3 * (signal a p - signal a q) * (q - p) ^ 2 := by
  have hs : √3 ^ 2 = (3 : ℝ) := Real.sq_sqrt (by norm_num)
  have hs0 : √(3 : ℝ) ≠ 0 := (Real.sqrt_pos.2 (by norm_num)).ne'
  -- rescale the offset by the half width
  have hf : ∀ x, absorption a x = (a ^ 2)⁻¹ * (1 + (x / a) ^ 2)⁻¹ := by
    intro x
    have e : x ^ 2 + a ^ 2 = a ^ 2 * (1 + (x / a) ^ 2) := by
      field_simp
      ring
    unfold absorption
    rw [e, one_div, mul_inv]
  have hI : ∫ x : ℝ, (1 + (x / a) ^ 2)⁻¹ = |a| * π := by
    rw [← integral_univ_inv_one_add_sq]
    exact Measure.integral_comp_div (fun y : ℝ => (1 + y ^ 2)⁻¹) a
  have hpq := (isPeakPair_iff ha p q).1 h
  rw [peak_to_peak_width ha h, (signal_max ha p).2.2 hpq.1, (signal_min ha q).2.2 hpq.2,
    div_pow, hs]
  simp_rw [hf]
  rw [integral_const_mul, hI, abs_of_pos ha]
  field_simp
  ring

end

end EPRDerivativeLine
```

If $p$ and $q$ are not the peak positions, the formula can fail: $p=q=0$ makes the right-hand side zero, while the area is $\pi/a$. Exchanging the two peaks reverses the sign of the height and gives $-\pi/a$.

The theorem concerns the line with numerator 1. A line multiplied by a constant $C>0$ has its area and its derivative height multiplied by $C$ and its width unchanged, so by linearity the same rule applies to it. At fixed area, doubling the width of a Lorentzian therefore lowers the peak-to-peak height by a factor of four, and for this reason the height alone does not measure intensity when line widths differ.

```lean
#print axioms EPRDerivativeLine.full_width_half_height
#print axioms EPRDerivativeLine.integrated_intensity
```

```
'EPRDerivativeLine.full_width_half_height' depends on axioms: [propext, Classical.choice, Quot.sound]
'EPRDerivativeLine.integrated_intensity' depends on axioms: [propext, Classical.choice, Quot.sound]
```
